# Hönl–London factors for ΔΛ = 0 and ΔΛ = +1 as spectral weights of L·S

Let $L$ be an angular momentum with quantum number $J$, and $S$ a unit angular momentum. For the rotational structure of a molecular band in electric-dipole absorption, $L$ is the angular momentum of the molecule in its initial level, $S$ is that of the photon, and projections are taken on the molecular axis. The initial projection is $\Lambda$, and the total projection $k$ is that of the final state. Units have $\hbar=1$, and matrix rows and columns are numbered 0, 1, 2, as in Lean.

```lean
import Mathlib

open Matrix

namespace HonlLondon

noncomputable section
```

## The coupling matrix

Write $L\cdot S=L_zS_z+\tfrac12(L_+S_-+L_-S_+)$. The ladder operators of $S$ contribute a factor $\sqrt2$, so the element that raises $L$ from $m$ to $m+1$ and lowers $S$ by one is

$$\tfrac12\sqrt2\,\sqrt{J(J+1)-m(m+1)}=\sqrt{\frac{J(J+1)-m(m+1)}2}.$$

```lean
/-- Off-diagonal element of `L·S` between the projections `m` and `m + 1` of an angular
momentum `J` coupled to a unit angular momentum. -/
def ladder (J m : ℝ) : ℝ := Real.sqrt ((J * (J + 1) - m * (m + 1)) / 2)
```

At fixed $k$ the basis vectors, labelled by the projections of $L$ and $S$, are $(k-1,+1)$, $(k,0)$ and $(k+1,-1)$. The term $L_zS_z$ gives the diagonal $k-1,\,0,\,-(k+1)$. With $a$ and $b$ for the ladder elements at $m=k-1$ and $m=k$,

$$A=\begin{pmatrix}k-1&a&0\\a&0&b\\0&b&-(k+1)\end{pmatrix}.$$

```lean
/-- The block of `L·S` with total projection `k`, in the basis
`(k-1, +1), (k, 0), (k+1, -1)` of projections of `L` and of the unit angular momentum `S`. -/
def coupling (J k : ℝ) : Matrix (Fin 3) (Fin 3) ℝ :=
  !![k - 1, ladder J (k - 1), 0;
     ladder J (k - 1), 0, ladder J k;
     0, ladder J k, -(k + 1)]
```

In Lean `J` and `k` are arbitrary real numbers; most of the theorems restrict their range, but none requires integer or half-integer values. At $k=J$ the last basis vector would need projection $J+1$ and is not a physical state. There $b=0$, so it decouples. The first vector does the same at $k=-J$.

## Branches as spectral components

If $x,y,z$ are the distinct eigenvalues of $A$, the part of $A$ belonging to $x$ is selected by the Lagrange polynomial

$$P_x=\frac{(A-y)(A-z)}{(x-y)(x-z)}.$$

```lean
/-- For `x` different from `y` and `z`, the Lagrange polynomial in `A` that is one at `x` and zero
at `y` and `z`. -/
def component (A : Matrix (Fin 3) (Fin 3) ℝ) (x y z : ℝ) : Matrix (Fin 3) (Fin 3) ℝ :=
  ((x - y) * (x - z))⁻¹ • ((A - y • 1) * (A - z • 1))
```

The final angular momentum $J'$ fixes the eigenvalue through $L\cdot S=\tfrac12[J'(J'+1)-J(J+1)-2]$. For $J'=J+1$, the R branch, this is $J$.

```lean
/-- Spectral component of the coupling at the value `J` (R branch). -/
def branchR (J k : ℝ) := component (coupling J k) J (-1) (-J - 1)
```

For $J'=J$, the Q branch, it is $-1$.

```lean
/-- Spectral component of the coupling at the value `-1` (Q branch). -/
def branchQ (J k : ℝ) := component (coupling J k) (-1) J (-J - 1)
```

For $J'=J-1$, the P branch, it is $-J-1$.

```lean
/-- Spectral component of the coupling at the value `-J-1` (P branch). -/
def branchP (J k : ℝ) := component (coupling J k) (-J - 1) J (-1)
```

The diagonal entry of a component at a basis vector is the weight of that vector in the branch, which is a squared Clebsch–Gordan coefficient. Multiplied by $2J+1$ it is the Hönl–London factor, in the normalisation where the three branches sum to $2J+1$. This identification with line strengths is the physical input; the theorems concern the matrix.

## Eigenvalues

The radicands factorise:

$$a^2=\frac{(J+k)(J-k+1)}2,\qquad b^2=\frac{(J-k)(J+k+1)}2.$$

Both are non-negative when $|k|\le J$, so squaring removes the roots.

```lean
/-- The squares of the two ladder elements in the block of total projection `k`. -/
theorem ladder_sq {J k : ℝ} (hk : |k| ≤ J) :
    ladder J (k - 1) ^ 2 = (J * (J + 1) - k * (k - 1)) / 2 ∧
    ladder J k ^ 2 = (J * (J + 1) - k * (k + 1)) / 2 := by
  obtain ⟨h1, h2⟩ := abs_le.mp hk
  have p : 0 ≤ (J + k) * (J - k + 1) := mul_nonneg (by linarith) (by linarith)
  have q : 0 ≤ (J - k) * (J + k + 1) := mul_nonneg (by linarith) (by linarith)
  unfold ladder
  constructor
  · rw [Real.sq_sqrt (by linarith)]
    ring
  · rw [Real.sq_sqrt (by linarith)]
```

Hence $a^2+b^2=J(J+1)-k^2$ and $a^2-b^2=k$. Expanding the determinant,

$$\begin{aligned}\det(x-A)&=x\big[(x+1)^2-k^2\big]-a^2(x+1+k)-b^2(x+1-k)\\
&=x(x+1)^2-xk^2-(x+1)\big[J(J+1)-k^2\big]-k^2\\
&=(x+1)\big[x(x+1)-J(J+1)\big]\\&=(x-J)(x+1)(x+J+1).\end{aligned}$$

```lean
/-- For `|k| ≤ J` the characteristic determinant of the block of total projection `k` has the roots
`J`, `-1` and `-J-1`. -/
theorem coupling_det {J k : ℝ} (hk : |k| ≤ J) (x : ℝ) :
    (x • (1 : Matrix (Fin 3) (Fin 3) ℝ) - coupling J k).det
      = (x - J) * (x + 1) * (x + J + 1) := by
  obtain ⟨ha, hb⟩ := ladder_sq hk
  rw [Matrix.det_fin_three]
  simp [coupling]
  linear_combination (-(x + k + 1)) * ha - (x - k + 1) * hb
```

The `linear_combination` call substitutes the two squares with the same coefficients, $x+k+1$ and $x-k+1$, as in the first line.

The condition $|k|\le J$ says that $L$ can have projection $k$. Without it the statement fails: for $J=1$, $k=2$ one has $a=0$ and $b^2$ should be $-2$, but Lean's real square root of a negative number is $0$. The matrix is then $\mathrm{diag}(1,0,-3)$, whose eigenvalues are not $1,-1,-2$.

By the Cayley–Hamilton theorem, $A$ satisfies its own characteristic equation,

$$(A-J)(A+1)(A+J+1)=0.$$

```lean
/-- The coupling matrix satisfies its cubic characteristic equation. -/
theorem coupling_cubic {J k : ℝ} (hk : |k| ≤ J) :
    (coupling J k - J • 1) * ((coupling J k - (-1 : ℝ) • 1) * (coupling J k - (-J - 1) • 1))
      = 0 := by
  obtain ⟨ha, hb⟩ := ladder_sq hk
  have shift : ∀ x : ℝ, coupling J k - x • 1 =
      !![k - 1 - x, ladder J (k - 1), 0;
         ladder J (k - 1), -x, ladder J k;
         0, ladder J k, -(k + 1) - x] := by
    intro x
    ext i j
    fin_cases i <;> fin_cases j <;> simp [coupling]
  have zero : (0 : Matrix (Fin 3) (Fin 3) ℝ) = !![0, 0, 0; 0, 0, 0; 0, 0, 0] := by
    ext i j
    fin_cases i <;> fin_cases j <;> rfl
  have entries : ∀ a b c d e f g h i : ℝ, a = 0 → b = 0 → c = 0 → d = 0 → e = 0 → f = 0 →
      g = 0 → h = 0 → i = 0 →
      !![a, b, c; d, e, f; g, h, i] = !![0, 0, 0; 0, 0, 0; 0, 0, 0] := by
    rintro _ _ _ _ _ _ _ _ _ rfl rfl rfl rfl rfl rfl rfl rfl rfl
    rfl
  rw [shift, shift, shift, Matrix.mul_fin_three, Matrix.mul_fin_three, zero]
  -- each entry vanishes identically or by the ladder relations
  apply entries <;> first
    | ring1
    | linear_combination (2 * k) * ha
    | linear_combination ladder J (k - 1) * ha + ladder J (k - 1) * hb
    | linear_combination (k + 1) * ha + (1 - k) * hb
    | linear_combination ladder J k * ha + ladder J k * hb
    | linear_combination (-2 * k) * hb
```

The Lean proof multiplies the matrices out instead. In the corner entry $(0,2)$, for example, $A^2$ gives $ab$ and $A^3$ gives $-2ab$, which cancel in $A^3+2A^2$; the lower powers have no corner entry. The other entries vanish identically or by the two ladder relations.

## The components are orthogonal projectors

Polynomials in one matrix commute; for two linear factors,

$$(A-x)(A-y)=A^2-(x+y)A+xy=(A-y)(A-x).$$

```lean
/-- Two shifts of the same matrix by multiples of the identity commute. -/
theorem shift_comm (A : Matrix (Fin 3) (Fin 3) ℝ) (x y : ℝ) :
    (A - x • 1) * (A - y • 1) = (A - y • 1) * (A - x • 1) := by
  simp only [sub_mul, mul_sub, smul_mul_assoc, mul_smul_comm, one_mul, mul_one]
  module
```

The cubic equation says $(A-x)P_x=0$, or $AP_x=xP_x$. Then $(A-w)P_x=(x-w)P_x$ for every number $w$, and

$$P_x^2=\frac{(A-y)(A-z)P_x}{(x-y)(x-z)}=\frac{(x-y)(x-z)}{(x-y)(x-z)}P_x=P_x.$$

Since $A$ is symmetric, transposition only reverses the order of the factors, so $P_x^T=P_x$.

```lean
/-- For a symmetric matrix `A` with a cubic equation, the component at a simple root `x` is an
orthogonal projector, and multiplying it by `A` is the same as multiplying it by `x`. -/
theorem component_spec {A : Matrix (Fin 3) (Fin 3) ℝ} {x y z : ℝ} (hA : Aᵀ = A)
    (h : (A - x • 1) * ((A - y • 1) * (A - z • 1)) = 0) (hy : x - y ≠ 0) (hz : x - z ≠ 0) :
    A * component A x y z = x • component A x y z ∧
    component A x y z * component A x y z = component A x y z ∧
    (component A x y z)ᵀ = component A x y z := by
  have e : A * component A x y z = x • component A x y z := by
    rw [sub_mul A (x • 1), smul_mul_assoc, one_mul, sub_eq_zero] at h
    unfold component
    rw [mul_smul_comm, h, smul_comm]
  have hs : ∀ w : ℝ, (A - w • 1) * component A x y z = (x - w) • component A x y z := by
    intro w
    rw [sub_mul, e, smul_mul_assoc, one_mul, sub_smul]
  refine ⟨e, ?_, ?_⟩
  · -- each factor of the polynomial acts on the component as a number
    have c : ((x - y) * (x - z))⁻¹ * (x - z) * (x - y) = 1 := by field_simp
    calc component A x y z * component A x y z
        = ((x - y) * (x - z))⁻¹ • ((A - y • 1) * ((A - z • 1) * component A x y z)) := by
          conv_lhs => arg 1; unfold component
          rw [smul_mul_assoc, mul_assoc]
      _ = component A x y z := by
          rw [hs, mul_smul_comm, hs, smul_smul, smul_smul, c, one_smul]
  · unfold component
    rw [transpose_smul, transpose_mul, transpose_sub, transpose_sub, transpose_smul,
      transpose_smul, transpose_one, hA, shift_comm]
```

In the proof, `e` is the eigenvalue equation and `hs` its shifted form; the `calc` block is the display above.

For $J>0$ the values $J,-1,-J-1$ are distinct, and the denominators are

$$D_R=(J+1)(2J+1),\qquad D_Q=-J(J+1),\qquad D_P=J(2J+1).$$

The three Lagrange polynomials add up to a polynomial of degree at most two that equals 1 at three points, hence to 1 everywhere. So $P_R+P_Q+P_P=1$.

```lean
/-- For `J > 0` and `|k| ≤ J` the R, Q and P branches are orthogonal projectors, the coupling
multiplies them by `J`, `-1` and `-J-1` respectively, and they add up to the identity. -/
theorem spectral_resolution {J k : ℝ} (hJ : 0 < J) (hk : |k| ≤ J) :
    (coupling J k * branchR J k = J • branchR J k ∧
      branchR J k * branchR J k = branchR J k ∧ (branchR J k)ᵀ = branchR J k) ∧
    (coupling J k * branchQ J k = (-1 : ℝ) • branchQ J k ∧
      branchQ J k * branchQ J k = branchQ J k ∧ (branchQ J k)ᵀ = branchQ J k) ∧
    (coupling J k * branchP J k = (-J - 1) • branchP J k ∧
      branchP J k * branchP J k = branchP J k ∧ (branchP J k)ᵀ = branchP J k) ∧
    branchR J k + branchQ J k + branchP J k = 1 := by
  have hA : (coupling J k)ᵀ = coupling J k := by
    ext i j
    fin_cases i <;> fin_cases j <;> simp [coupling]
  have h := coupling_cubic hk
  refine ⟨component_spec hA h (by linarith) (by linarith),
    component_spec hA ?_ (by linarith) (by linarith),
    component_spec hA ?_ (by linarith) (by linarith), ?_⟩
  · rw [← mul_assoc, shift_comm _ (-1) J, mul_assoc, h]
  · rw [← mul_assoc, shift_comm _ (-J - 1) J, mul_assoc, shift_comm _ (-J - 1) (-1), h]
  · have e1 : (J - -1) * (J - (-J - 1)) = (J + 1) * (2 * J + 1) := by ring
    have e2 : (-1 - J) * (-1 - (-J - 1)) = -((J + 1) * J) := by ring
    have e3 : (-J - 1 - J) * (-J - 1 - -1) = (2 * J + 1) * J := by ring
    have n1 : J + 1 ≠ 0 := by positivity
    have n2 : 2 * J + 1 ≠ 0 := by positivity
    simp only [branchR, branchQ, branchP, component, e1, e2, e3, sub_mul, mul_sub,
      smul_mul_assoc, mul_smul_comm, one_mul, mul_one]
    match_scalars <;> field_simp <;> ring
```

Lean reorders the cubic with `shift_comm` to apply the preceding lemma to each root, and checks the sum by comparing coefficients. Symmetry and idempotence give $P_{ii}=\sum_jP_{ij}^2\ge0$, and the diagonal entries of the three projectors at a given $i$ sum to 1, as weights of a normalised vector must.

## Parallel and perpendicular bands

For $\Delta\Lambda=0$ the initial state is the middle vector with $k=\Lambda$. Its diagonal entry is

$$[(A-y)(A-z)]_{11}=a^2+b^2+yz=J(J+1)-\Lambda^2+yz.$$

For R, Q and P the product $yz$ is $J+1$, $-J(J+1)$ and $-J$, so the numerators are $(J+1)^2-\Lambda^2$, $-\Lambda^2$ and $J^2-\Lambda^2$. Dividing by $D_R,D_Q,D_P$ and multiplying by $2J+1$ gives

$$\frac{(J+1)^2-\Lambda^2}{J+1},\qquad\frac{\Lambda^2(2J+1)}{J(J+1)},\qquad\frac{J^2-\Lambda^2}{J}.$$

```lean
/-- Hönl–London factors for `ΔΛ = 0`: the weights of the middle basis vector in the
R, Q and P branches, times `2J+1`. -/
theorem parallel_factors {J Λ : ℝ} (hJ : 0 < J) (hΛ : |Λ| ≤ J) :
    (2 * J + 1) * branchR J Λ 1 1 = ((J + 1) ^ 2 - Λ ^ 2) / (J + 1) ∧
    (2 * J + 1) * branchQ J Λ 1 1 = Λ ^ 2 * (2 * J + 1) / (J * (J + 1)) ∧
    (2 * J + 1) * branchP J Λ 1 1 = (J ^ 2 - Λ ^ 2) / J := by
  obtain ⟨ha, hb⟩ := ladder_sq hΛ
  have m : ∀ y z : ℝ, ((coupling J Λ - y • 1) * (coupling J Λ - z • 1)) 1 1
      = J * (J + 1) - Λ ^ 2 + y * z := by
    intro y z
    simp [coupling, Matrix.mul_apply, Fin.sum_univ_three]
    linear_combination ha + hb
  have e1 : (J - -1) * (J - (-J - 1)) = (J + 1) * (2 * J + 1) := by ring
  have e2 : (-1 - J) * (-1 - (-J - 1)) = -((J + 1) * J) := by ring
  have e3 : (-J - 1 - J) * (-J - 1 - -1) = (2 * J + 1) * J := by ring
  have n1 : J + 1 ≠ 0 := by positivity
  have n2 : 2 * J + 1 ≠ 0 := by positivity
  simp only [branchR, branchQ, branchP, component, Matrix.smul_apply, smul_eq_mul, m, e1, e2, e3]
  refine ⟨?_, ?_, ?_⟩ <;> field_simp <;> ring
```

For $\Delta\Lambda=+1$ the initial state is the first vector with $k=\Lambda+1$. Now $a^2=\tfrac12(J-\Lambda)(J+\Lambda+1)$ and

$$[(A-y)(A-z)]_{00}=a^2+(\Lambda-y)(\Lambda-z).$$

The numerators are

$$\begin{aligned}
\text{R:}\quad&a^2+(\Lambda+1)(\Lambda+J+1)=\tfrac12(J+\Lambda+1)(J+\Lambda+2),\\
\text{Q:}\quad&a^2-(J-\Lambda)(J+\Lambda+1)=-\tfrac12(J-\Lambda)(J+\Lambda+1),\\
\text{P:}\quad&a^2-(J-\Lambda)(\Lambda+1)=\tfrac12(J-\Lambda)(J-\Lambda-1).
\end{aligned}$$

The same division and multiplication give the three factors below.

```lean
/-- Hönl–London factors for `ΔΛ = +1`: the weights of the first basis vector, with
projection `Λ` of `L`, in the R, Q and P branches, times `2J+1`. -/
theorem perpendicular_factors {J Λ : ℝ} (hJ : 0 < J) (hΛ : |Λ + 1| ≤ J) :
    (2 * J + 1) * branchR J (Λ + 1) 0 0 = (J + Λ + 1) * (J + Λ + 2) / (2 * (J + 1)) ∧
    (2 * J + 1) * branchQ J (Λ + 1) 0 0
      = (J + Λ + 1) * (J - Λ) * (2 * J + 1) / (2 * J * (J + 1)) ∧
    (2 * J + 1) * branchP J (Λ + 1) 0 0 = (J - Λ) * (J - Λ - 1) / (2 * J) := by
  have ha := (ladder_sq hΛ).1
  rw [add_sub_cancel_right] at ha
  have m : ∀ y z : ℝ, ((coupling J (Λ + 1) - y • 1) * (coupling J (Λ + 1) - z • 1)) 0 0
      = (J * (J + 1) - (Λ + 1) * Λ) / 2 + (Λ - y) * (Λ - z) := by
    intro y z
    simp [coupling, Matrix.mul_apply, Fin.sum_univ_three]
    linear_combination ha
  have e1 : (J - -1) * (J - (-J - 1)) = (J + 1) * (2 * J + 1) := by ring
  have e2 : (-1 - J) * (-1 - (-J - 1)) = -((J + 1) * J) := by ring
  have e3 : (-J - 1 - J) * (-J - 1 - -1) = (2 * J + 1) * J := by ring
  have n1 : J + 1 ≠ 0 := by positivity
  have n2 : 2 * J + 1 ≠ 0 := by positivity
  simp only [branchR, branchQ, branchP, component, Matrix.smul_apply, smul_eq_mul, m, e1, e2, e3]
  refine ⟨?_, ?_, ?_⟩ <;> field_simp <;> ring
```

In both proofs `m` is the diagonal entry for general $y,z$, and `e1`, `e2`, `e3` are the denominators. The hypothesis $|\Lambda+1|\le J$ leaves out the level $J=\Lambda$, and with it the R(0) line of a Σ→Π band. It also admits $\Lambda=-J-1$, where the first vector is not a physical state. The condition $J>0$, in both theorems, leaves out the R(0) line of a Σ–Σ band. Bands with $\Delta\Lambda=-1$ and $\Lambda\ge1$ need no separate calculation: reversing the sign of both projections leaves the line strengths unchanged, so their factors are those of the last theorem with $\Lambda$ replaced by $-\Lambda$.

## The Σ–Σ and Π–Σ blocks

Put $h=\sqrt{J(J+1)/2}$ and $g=\sqrt{(J-1)(J+2)/2}$. At $k=0$ both ladder elements equal $h$; at $k=1$ they are $h$ and $g$. Thus

$$A_{k=0}=\begin{pmatrix}-1&h&0\\h&0&h\\0&h&-1\end{pmatrix},\qquad
A_{k=1}=\begin{pmatrix}0&h&0\\h&0&g\\0&g&-2\end{pmatrix}.$$

```lean
/-- The blocks of total projection `0` and `1`, written out. -/
theorem sigma_pi_blocks (J : ℝ) :
    let h := Real.sqrt (J * (J + 1) / 2)
    let g := Real.sqrt ((J - 1) * (J + 2) / 2)
    coupling J 0 = !![-1, h, 0; h, 0, h; 0, h, -1] ∧
    coupling J 1 = !![0, h, 0; h, 0, g; 0, g, -2] := by
  have a : ladder J (0 - 1) = Real.sqrt (J * (J + 1) / 2) := by
    unfold ladder; congr 1; ring
  have b : ladder J 0 = Real.sqrt (J * (J + 1) / 2) := by
    unfold ladder; congr 1; ring
  have c : ladder J 1 = Real.sqrt ((J - 1) * (J + 2) / 2) := by
    unfold ladder; congr 1; ring
  have d : (1 : ℝ) - 1 = 0 := by norm_num
  have e : -((1 : ℝ) + 1) = -2 := by norm_num
  refine ⟨?_, ?_⟩
  · simp only [coupling, b, zero_sub, zero_add]
    rw [← zero_sub (1 : ℝ), a]
  · simp only [coupling, d, e, b, c]
```

For $J\ge1$ both blocks satisfy $|k|\le J$ and have eigenvalues $J,-1,-J-1$. Setting $\Lambda=0$ in the general factors gives the following, where the final state is named first and $J$ belongs to the initial Σ state:

| Transition | R | Q | P |
|---|---|---|---|
| Σ–Σ | $J+1$ | $0$ | $J$ |
| Π–Σ | $(J+2)/2$ | $(2J+1)/2$ | $(J-1)/2$ |

At $J=1$ the Π–Σ factor for P is zero, as it must be, since a Π state has no level with $J'=0$.

```lean
/-- For `J ≥ 1` the R, Q, P weights times `2J+1` are `J+1, 0, J` for the middle vector of the
block `k = 0`, and `(J+2)/2, (2J+1)/2, (J-1)/2` for the first vector of the block `k = 1`. -/
theorem sigma_pi_factors {J : ℝ} (hJ : 1 ≤ J) :
    ((2 * J + 1) * branchR J 0 1 1 = J + 1 ∧ (2 * J + 1) * branchQ J 0 1 1 = 0 ∧
      (2 * J + 1) * branchP J 0 1 1 = J) ∧
    ((2 * J + 1) * branchR J 1 0 0 = (J + 2) / 2 ∧
      (2 * J + 1) * branchQ J 1 0 0 = (2 * J + 1) / 2 ∧
      (2 * J + 1) * branchP J 1 0 0 = (J - 1) / 2) := by
  have h0 : 0 < J := by linarith
  have n1 : J + 1 ≠ 0 := by positivity
  obtain ⟨r, q, p⟩ := parallel_factors (Λ := 0) h0 (by simpa using h0.le)
  obtain ⟨r', q', p'⟩ := perpendicular_factors (Λ := 0) h0 (by simpa using hJ)
  rw [zero_add] at r' q' p'
  rw [r, q, p, r', q', p']
  refine ⟨⟨?_, ?_, ?_⟩, ?_, ?_, ?_⟩
  · rw [div_eq_iff n1]; ring
  · simp
  · rw [div_eq_iff h0.ne']; ring
  · rw [div_eq_iff (by positivity)]; ring
  · rw [div_eq_iff (by positivity)]; ring
  · rw [div_eq_iff (by positivity)]; ring

end

end HonlLondon
```

These factors set the relative rotational line strengths within a band of a diatomic molecule, in the model where electron spin is absent, $\Lambda$ is a good quantum number and the transition moment does not depend on rotation. The missing Q branch of a Σ–Σ band is the zero in the table.

```lean
#print axioms HonlLondon.spectral_resolution
-- 'HonlLondon.spectral_resolution' depends on axioms: [propext, Classical.choice, Quot.sound]
#print axioms HonlLondon.perpendicular_factors
-- 'HonlLondon.perpendicular_factors' depends on axioms: [propext, Classical.choice, Quot.sound]
#print axioms HonlLondon.sigma_pi_blocks
-- 'HonlLondon.sigma_pi_blocks' depends on axioms: [propext, Classical.choice, Quot.sound]
#print axioms HonlLondon.sigma_pi_factors
-- 'HonlLondon.sigma_pi_factors' depends on axioms: [propext, Classical.choice, Quot.sound]
```
